# A potential can stabilise one of finitely many candidates exactly when no mixture of equal density has lower averaged internal energy

## A search that cannot succeed

Suppose that we want a given density to be the one of lowest energy, and we adjust the external potential until it is. If no suitable potential exists, the search never succeeds, and a failed run can be mistaken for the fault of a poor optimiser.

One site already shows this. Let it hold 0, 1 or 2 electrons, with internal energies 0, 1 and 1 in some unit, and let the potential shift the level by $v$. The total energies are $0$, $1+v$ and $1+2v$. Single occupation is lowest only if $1+v\le 0$ and $1+v\le 1+2v$, that is, $v\le -1$ and $v\ge 0$. No level shift does both. An equal mixture of the empty and the doubly occupied site also has density 1, but its averaged internal energy is only $1/2$. For a finite list of candidates, a mixture of this kind is the only possible obstruction.

## Candidates, potentials and mixtures

Let $i$ label finitely many candidates. Each has an internal energy $F_i$, which stands for kinetic plus interaction energy, and a density $n_i$ with values $n_i(x)$ on finitely many sites or grid points $x$. In a potential $v$ the total energy is
$$F_i+\langle v,n_i\rangle,\qquad \langle v,n_i\rangle=\sum_x v(x)\,n_i(x).$$
We single out one candidate, $o$. A mixture with its density is a set of weights $w_i\ge 0$ with $\sum_i w_i=1$ and $\sum_i w_i n_i(x)=n_o(x)$ at every $x$.

The result is that some $v$ satisfies $F_o+\langle v,n_o\rangle\le F_i+\langle v,n_i\rangle$ for all $i$ if and only if $F_o\le\sum_i w_iF_i$ for every such mixture. This is a finite-list form of the representability question in density functional theory: within the list, a linear programme over the weights decides whether a search for a potential that stabilises $o$ can succeed. If several candidates have the wanted density, $o$ should be one with the lowest internal energy among them, since a costlier one with the same density is never lowest.

## How the Lean statement expresses this

The types `ι` and `κ` are the finite sets of candidates and of sites. `F : ι → ℝ` and `n : ι → κ → ℝ` hold the internal energies and densities, and `v ⬝ᵥ n i` is the pairing $\langle v,n_i\rangle$. `totalEnergy` is the sum above, `Stabilises F n v o` says that no candidate lies below $o$ in the potential $v$, and `IsMixture n o w` collects the three conditions on the weights. The main theorem, `stabilisable_iff`, is the equivalence for arbitrary `F`, `n` and `o`.

Some conventions matter for its meaning:

- The inequality in `Stabilises` is weak, so $o$ may be degenerate with other candidates.
- Potentials are arbitrary real vectors, with no bound on their size or sign. Densities need not be non-negative or share a particle number.
- The energies and densities are given data and are not computed from a Hamiltonian. If the list omits relevant states, the stabilised candidate need not be the true ground state.
- Mixtures are statistical; superpositions count only if they are listed as candidates.

## Why a cheaper mixture excludes every potential

Average the total energy over a mixture with density $n_o$:
$$\sum_i w_i\bigl(F_i+\langle v,n_i\rangle\bigr)=\sum_i w_iF_i+\sum_x v(x)\sum_i w_in_i(x)=\sum_i w_iF_i+\langle v,n_o\rangle .$$
The potential energy is the same as for $o$, whatever $v$ is. If $\sum_i w_iF_i<F_o$, the average lies below the total energy of $o$, so some member with $w_i>0$ lies strictly below $o$. Which member this is may depend on $v$.

## Why a potential exists otherwise

Suppose that no potential stabilises $o$. Add a scale factor $t$ for the internal energies and define the linear functionals
$$a_i(v,t)=t(F_i-F_o)+\langle v,n_i-n_o\rangle .$$
If all $a_i(v,t)\ge 0$ with $t>0$, division by $t$ shows that $v/t$ stabilises $o$, which we have excluded. Hence $a_i(v,t)\ge 0$ for all $i$ implies $-t\ge 0$.

Farkas' lemma, derived below, turns this implication into an identity: there are $c_i\ge 0$ with
$$-t=\sum_i c_i\,a_i(v,t)\quad\text{for all }(v,t).$$
Setting $v=0$, $t=1$ gives $\sum_i c_i(F_i-F_o)=-1$. Setting $t=0$ and taking $v$ to be 1 at site $x$ and 0 elsewhere gives $\sum_i c_i\,n_i(x)=C\,n_o(x)$, where $C=\sum_i c_i$. If $C$ were zero, all $c_i$ would vanish and the first identity would read $0=-1$; so $C>0$. The weights $w_i=c_i/C$ then form a mixture with density $n_o$ and
$$\sum_i w_iF_i=F_o-\frac1C<F_o .$$
So if no such cheaper mixture exists, a stabilising potential does.

## Farkas' lemma by removing one constraint

The lemma says that if a linear functional $b$ is non-negative wherever finitely many functionals $a_i$ are, then $b=\sum_i c_ia_i$ with $c_i\ge 0$. In this section $x$ and $z$ are vectors, such as the pairs $(v,t)$ above, and not sites. We use induction on the number of constraints.

With no constraints, $b(x)\ge 0$ and $b(-x)\ge 0$ for all $x$, so $b=0$.

Now add a constraint $a_k$ to a set $s$. If the constraints in $s$ already force $b\ge 0$, give $a_k$ the coefficient 0. Otherwise there is a point $z$ with $a_i(z)\ge 0$ for $i\in s$ but $b(z)<0$. Then $a_k(z)<0$, since otherwise $z$ would meet all the constraints. Put $\alpha=-a_k(z)>0$ and
$$Px=\alpha x+a_k(x)\,z .$$
This gives $a_k(Px)=0$, and for every functional $f$ we have $f(Px)=\alpha f(x)+f(z)a_k(x)$. If $a_i(Px)\ge 0$ for all $i\in s$, then $Px$ meets every constraint, so $b(Px)\ge 0$. The induction hypothesis, applied to the functionals $x\mapsto a_i(Px)$ and $x\mapsto b(Px)$, gives $c_i\ge 0$ with
$$\alpha b(x)+b(z)a_k(x)=\alpha\sum_{i\in s}c_ia_i(x)+\Bigl(\sum_{i\in s}c_ia_i(z)\Bigr)a_k(x).$$
Solving for $b$,
$$b=\sum_{i\in s}c_ia_i+r\,a_k,\qquad r=\frac{\sum_{i\in s}c_ia_i(z)-b(z)}{\alpha}\ge 0 .$$

## Single occupation of one site

For internal energies $E_0,E_1,E_2$, single occupation is lowest when $E_1+v\le E_0$ and $E_1+v\le E_2+2v$, that is,
$$E_1-E_2\le v\le E_0-E_1 .$$
This interval contains a point exactly when $2E_1\le E_0+E_2$. In terms of the effective on-site repulsion $U=E_0+E_2-2E_1$, the condition is $U\ge 0$; the opening example has $U=-1$.

## A continuous family in place of the list

The candidates could also have been modelled as a continuum of densities with a function $F(n)$. The equivalence can then fail, even for a continuous $F$ on a bounded interval. Take one site, $0\le n\le 1$ and $F(n)=-\sqrt n$. The only mixture with density 0 is the trivial one, so the mixture condition holds at $n=0$. A stabilising potential would need $v\ge 1/\sqrt n$ for every $n>0$, and no finite $v$ achieves this. At this end point a stabilising potential exists only if the slope $(F(n)-F(0))/n$ is bounded below for $n>0$, whereas for a finite list the mixture condition alone guarantees a finite stabilising potential.

## The complete Lean file

```lean
import Mathlib

open Finset Matrix

namespace DensityStabilisation

/-- Farkas' lemma: if a linear functional `b` is non-negative wherever finitely many linear
functionals `a i` are all non-negative, then `b` is a non-negative combination of the `a i`. -/
theorem farkas {V ι : Type*} [AddCommGroup V] [Module ℝ V] (s : Finset ι)
    (a : ι → V →ₗ[ℝ] ℝ) (b : V →ₗ[ℝ] ℝ)
    (h : ∀ x, (∀ i ∈ s, 0 ≤ a i x) → 0 ≤ b x) :
    ∃ c : ι → ℝ, (∀ i, 0 ≤ c i) ∧ ∀ x, b x = ∑ i ∈ s, c i * a i x := by
  classical
  induction s using Finset.induction_on generalizing a b with
  | empty =>
    refine ⟨fun _ => 0, fun _ => le_rfl, fun x => ?_⟩
    have h1 := h x (by simp)
    have h2 := h (-x) (by simp)
    rw [map_neg] at h2
    rw [Finset.sum_empty]
    linarith
  | insert k s hk ih =>
    -- it suffices to find a coefficient `r` for the new constraint
    have ext : ∀ (c : ι → ℝ) (r : ℝ), (∀ i, 0 ≤ c i) → 0 ≤ r →
        (∀ x, b x = r * a k x + ∑ i ∈ s, c i * a i x) →
        ∃ c : ι → ℝ, (∀ i, 0 ≤ c i) ∧ ∀ x, b x = ∑ i ∈ insert k s, c i * a i x := by
      intro c r hc hr hx
      refine ⟨fun i => if i = k then r else c i, fun i => ?_, fun x => ?_⟩
      · show 0 ≤ if i = k then r else c i
        split_ifs
        exacts [hr, hc i]
      · have hs : ∑ i ∈ s, (if i = k then r else c i) * a i x = ∑ i ∈ s, c i * a i x :=
          Finset.sum_congr rfl fun i hi => by
            have hik : i ≠ k := fun e => hk (e ▸ hi)
            rw [if_neg hik]
        simp only [Finset.sum_insert hk, hs, hx x, ↓reduceIte]
    by_cases hb : ∀ x, (∀ i ∈ s, 0 ≤ a i x) → 0 ≤ b x
    · obtain ⟨c, hc, hs⟩ := ih a b hb
      exact ext c 0 hc le_rfl fun x => by rw [hs x]; ring
    · -- a point `z` that violates only the new constraint
      simp only [not_forall, not_le] at hb
      obtain ⟨z, hz, hbz⟩ := hb
      have hkz : a k z < 0 := by
        by_contra hn
        refine absurd (h z fun i hi => ?_) (not_le_of_gt hbz)
        rcases Finset.mem_insert.1 hi with e | hi'
        · rw [e]; exact not_lt.1 hn
        · exact hz i hi'
      -- project along `z` onto the plane where the new constraint vanishes
      have ev : ∀ (f : V →ₗ[ℝ] ℝ) (x : V),
          f ((-(a k z)) • x + a k x • z) = -(a k z) * f x + f z * a k x := by
        intro f x
        simp only [map_add, map_smul, smul_eq_mul]
        ring
      obtain ⟨c, hc, hs⟩ := ih (fun i => (-(a k z)) • a i + a i z • a k)
        ((-(a k z)) • b + b z • a k) (fun x hx => by
          have hy := h ((-(a k z)) • x + a k x • z) (fun i hi => by
            rcases Finset.mem_insert.1 hi with e | hi'
            · rw [e, ev]
              exact le_of_eq (by ring)
            · rw [ev]
              exact hx i hi')
          rw [ev] at hy
          exact hy)
      have hne : -(a k z) ≠ 0 := (neg_pos.2 hkz).ne'
      obtain ⟨r, hr⟩ : ∃ r : ℝ, r * (-(a k z)) = ∑ i ∈ s, c i * a i z - b z :=
        ⟨_, div_mul_cancel₀ _ hne⟩
      have hS : 0 ≤ ∑ i ∈ s, c i * a i z :=
        Finset.sum_nonneg fun i hi => mul_nonneg (hc i) (hz i hi)
      have hr0 : 0 ≤ r := by
        by_contra hn
        have := mul_neg_of_neg_of_pos (not_le.1 hn) (neg_pos.2 hkz)
        linarith
      refine ext c r hc hr0 fun x => ?_
      have hx : -(a k z) * b x + b z * a k x
          = ∑ i ∈ s, c i * (-(a k z) * a i x + a i z * a k x) := hs x
      have split : ∑ i ∈ s, c i * (-(a k z) * a i x + a i z * a k x)
          = -(a k z) * ∑ i ∈ s, c i * a i x + (∑ i ∈ s, c i * a i z) * a k x := by
        rw [Finset.mul_sum, Finset.sum_mul, ← Finset.sum_add_distrib]
        exact Finset.sum_congr rfl fun i _ => by ring
      rw [split] at hx
      apply mul_left_cancel₀ hne
      linear_combination hx - a k x * hr

variable {ι κ : Type*} [Fintype ι] [Fintype κ]

/-- Total energy of candidate `i` in the potential `v`: internal energy plus `⟨v, n i⟩`. -/
def totalEnergy (F : ι → ℝ) (n : ι → κ → ℝ) (v : κ → ℝ) (i : ι) : ℝ :=
  F i + v ⬝ᵥ n i

/-- The potential `v` stabilises candidate `o`: no candidate has a lower total energy. -/
def Stabilises (F : ι → ℝ) (n : ι → κ → ℝ) (v : κ → ℝ) (o : ι) : Prop :=
  ∀ i, totalEnergy F n v o ≤ totalEnergy F n v i

/-- The weights `w` form a statistical mixture of the candidates whose density is `n o`. -/
structure IsMixture (n : ι → κ → ℝ) (o : ι) (w : ι → ℝ) : Prop where
  nonneg : ∀ i, 0 ≤ w i
  sum_one : ∑ i, w i = 1
  density : ∀ x, ∑ i, w i * n i x = n o x

/-- The averaged total energy of a mixture with density `n o` is its averaged internal energy
plus the potential energy of `n o`. -/
theorem mixture_energy (F : ι → ℝ) {n : ι → κ → ℝ} {o : ι} {w : ι → ℝ}
    (hw : IsMixture n o w) (v : κ → ℝ) :
    ∑ i, w i * totalEnergy F n v i = ∑ i, w i * F i + v ⬝ᵥ n o := by
  have hv : ∑ i, w i * (v ⬝ᵥ n i) = v ⬝ᵥ n o := by
    simp only [dotProduct, Finset.mul_sum]
    rw [Finset.sum_comm]
    refine Finset.sum_congr rfl fun x _ => ?_
    rw [← hw.density x, Finset.mul_sum]
    exact Finset.sum_congr rfl fun i _ => by ring
  simp only [totalEnergy, mul_add, Finset.sum_add_distrib, hv]

/-- If a mixture with density `n o` has averaged internal energy below `F o`, then in every
potential some member of the mixture lies strictly below candidate `o`. -/
theorem exists_lower_member {F : ι → ℝ} {n : ι → κ → ℝ} {o : ι} {w : ι → ℝ}
    (hw : IsMixture n o w) (hF : ∑ i, w i * F i < F o) (v : κ → ℝ) :
    ∃ i, 0 < w i ∧ totalEnergy F n v i < totalEnergy F n v o := by
  by_contra hno
  have hle : ∑ i, w i * totalEnergy F n v o ≤ ∑ i, w i * totalEnergy F n v i := by
    refine Finset.sum_le_sum fun i _ => ?_
    rcases (hw.nonneg i).eq_or_lt with h0 | hpos
    · rw [← h0, zero_mul, zero_mul]
    · exact mul_le_mul_of_nonneg_left (not_lt.1 fun hlt => hno ⟨i, hpos, hlt⟩) hpos.le
  rw [← Finset.sum_mul, hw.sum_one, one_mul, mixture_energy F hw v] at hle
  unfold totalEnergy at hle
  linarith

/-- Energy of candidate `i` relative to candidate `o`, as a linear functional of a potential `v`
and a scale factor `t` on the internal energies. -/
def excess (F : ι → ℝ) (n : ι → κ → ℝ) (o i : ι) : ((κ → ℝ) × ℝ) →ₗ[ℝ] ℝ where
  toFun p := p.2 * (F i - F o) + p.1 ⬝ᵥ (n i - n o)
  map_add' p q := by
    simp only [Prod.fst_add, Prod.snd_add, add_dotProduct]
    ring
  map_smul' r p := by
    simp only [Prod.smul_fst, Prod.smul_snd, smul_dotProduct, smul_eq_mul, RingHom.id_apply]
    ring

/-- Some potential stabilises candidate `o` if and only if every mixture with the same density
has averaged internal energy at least `F o`. -/
theorem stabilisable_iff (F : ι → ℝ) (n : ι → κ → ℝ) (o : ι) :
    (∃ v, Stabilises F n v o) ↔ ∀ w, IsMixture n o w → F o ≤ ∑ i, w i * F i := by
  classical
  constructor
  · rintro ⟨v, hv⟩ w hw
    by_contra hlt
    obtain ⟨i, _, hi⟩ := exists_lower_member hw (not_le.1 hlt) v
    exact absurd (hv i) (not_le_of_gt hi)
  · intro h
    by_contra hno
    -- without a stabilising potential, the inequalities force `t ≤ 0`
    obtain ⟨c, hc, hb⟩ := farkas Finset.univ (excess F n o)
      (-LinearMap.snd ℝ (κ → ℝ) ℝ) (by
        rintro ⟨v, t⟩ hp
        by_contra ht
        have ht' : 0 < t := by simpa using ht
        refine hno ⟨t⁻¹ • v, fun i => ?_⟩
        have hi : 0 ≤ t * (F i - F o) + v ⬝ᵥ (n i - n o) := hp i (Finset.mem_univ i)
        have h2 := mul_nonneg (inv_nonneg.2 ht'.le) hi
        rw [dotProduct_sub, mul_add, inv_mul_cancel_left₀ ht'.ne'] at h2
        simp only [totalEnergy, smul_dotProduct, smul_eq_mul]
        linarith)
    have hE : -(1 : ℝ) = ∑ i, c i * (1 * (F i - F o) + (0 : κ → ℝ) ⬝ᵥ (n i - n o)) :=
      hb (0, 1)
    simp only [zero_dotProduct, add_zero, one_mul] at hE
    have hN : ∀ x, ∑ i, c i * n i x = (∑ i, c i) * n o x := by
      intro x
      have hx : -(0 : ℝ) = ∑ i, c i * (0 * (F i - F o)
          + (Pi.single x (1 : ℝ) : κ → ℝ) ⬝ᵥ (n i - n o)) := hb (Pi.single x 1, 0)
      simp only [single_dotProduct, zero_mul, sub_self, zero_add, one_mul, Pi.sub_apply, mul_sub,
        Finset.sum_sub_distrib, ← Finset.sum_mul] at hx
      linarith
    have hC : 0 < ∑ i, c i := by
      refine lt_of_le_of_ne (Finset.sum_nonneg fun i _ => hc i) fun h0 => ?_
      have hz := (Finset.sum_eq_zero_iff_of_nonneg (fun i _ => hc i)).1 h0.symm
      have hs : ∑ i, c i * (F i - F o) = 0 :=
        Finset.sum_eq_zero fun i hi => by rw [hz i hi, zero_mul]
      linarith
    -- the normalised coefficients are a mixture of too low energy
    have h1 : ∑ i, c i / (∑ j, c j) = 1 := by
      rw [← Finset.sum_div, div_self hC.ne']
    have h2 : ∀ x, ∑ i, c i / (∑ j, c j) * n i x = n o x := by
      intro x
      simp only [div_mul_eq_mul_div, ← Finset.sum_div]
      rw [div_eq_iff hC.ne', hN x, mul_comm]
    have h3 : F o ≤ ∑ i, c i / (∑ j, c j) * F i :=
      h (fun i => c i / ∑ j, c j) ⟨fun i => div_nonneg (hc i) hC.le, h1, h2⟩
    simp only [div_mul_eq_mul_div, ← Finset.sum_div] at h3
    rw [le_div_iff₀ hC] at h3
    simp only [mul_sub, Finset.sum_sub_distrib, ← Finset.sum_mul] at hE
    linarith


/-- For one site with occupations 0, 1, 2 and internal energies `E 0`, `E 1`, `E 2`, some
potential stabilises single occupation if and only if `2 * E 1 ≤ E 0 + E 2`. -/
theorem single_occupation_iff (E : Fin 3 → ℝ) :
    (∃ v : Fin 1 → ℝ, Stabilises E (fun i _ => ((i : ℕ) : ℝ)) v 1) ↔
      2 * E 1 ≤ E 0 + E 2 := by
  constructor
  · rintro ⟨v, hv⟩
    have h0 := hv 0
    have h2 := hv 2
    simp [totalEnergy, dotProduct] at h0 h2
    linarith
  · intro h
    refine ⟨fun _ => E 0 - E 1, fun i => ?_⟩
    fin_cases i <;> simp [totalEnergy, dotProduct]
    linarith

end DensityStabilisation
```

```lean
#print axioms DensityStabilisation.stabilisable_iff
-- 'DensityStabilisation.stabilisable_iff' depends on axioms: [propext, Classical.choice, Quot.sound]
#print axioms DensityStabilisation.single_occupation_iff
-- 'DensityStabilisation.single_occupation_iff' depends on axioms: [propext, Classical.choice, Quot.sound]
```

## From the derivation to the Lean proof

`farkas` is the induction above. The induction is set up with `generalizing a b` because its hypothesis is needed for the projected functionals as well as for the original ones, which are used when the old constraints already force $b\ge 0$. The local statement `ext` attaches a coefficient `r` for the new constraint, `by_cases hb` separates the two cases, and `ev` is the formula for $f(Px)$. The number `r` is introduced through the equation `hr`, which is its definition multiplied by $\alpha$; `linear_combination` proves the final identity multiplied by $\alpha$, and `mul_left_cancel₀` removes this factor.

`mixture_energy` is the averaging identity, with `Finset.sum_comm` exchanging the sums over candidates and sites. `exists_lower_member` argues by contradiction: if no member of positive weight lay below $o$, the average could not lie below it either. Candidates of weight zero are treated separately, since nothing is known about their energies.

`excess` defines $a_i(v,t)$ and shows that it is linear. In `stabilisable_iff`, the forward direction applies `exists_lower_member`. The reverse direction applies `farkas` to these functionals, with `-LinearMap.snd ℝ (κ → ℝ) ℝ` as $-t$ and `t⁻¹ • v` as the rescaled potential. The two evaluations of the identity give `hE` for the energies and `hN` for the densities, and `hC` is $C>0$. Then `h1` and `h2` show that the normalised coefficients are a mixture, `h3` applies the assumed energy bound to it, and `linarith` finds the contradiction with `hE`.

`single_occupation_iff` is proved directly, without the general theorem. Forwards, it adds the two inequalities for the empty and the doubly occupied site. Backwards, it chooses the upper end of the interval, $v=E_0-E_1$, where single occupation is degenerate with the empty site, and `fin_cases` checks the three occupations.
